# Every vector operator on a spin-1 multiplet is a multiple of the angular momentum

## Two levels and one number

Take spin one-half, in units where $\hbar=1$, with $J_z=\tfrac12\,\mathrm{diag}(1,-1)$ and $J_x=\tfrac12\begin{pmatrix}0&1\\1&0\end{pmatrix}$. Suppose that a $2\times2$ matrix $V_z$ is the $z$ component of a vector operator, meaning a triple that has the same commutators with $\mathbf J$ as $\mathbf J$ has with itself. Then $[J_z,V_z]=0$. Since the two eigenvalues of $J_z$ differ, $V_z$ is diagonal, say $V_z=\mathrm{diag}(p,q)$.

The commutator with $J_x$ turns $V_z$ into $-iV_y$ and $V_y$ into $iV_z$, so applying it twice gives $[J_x,[J_x,V_z]]=V_z$. The upper diagonal entry of the left side is $(p-q)/2$. Setting it equal to $p$ gives $q=-p$, and so $V_z=2p\,J_z$. Two commutators have reduced four unknown matrix elements to one number.

For spin 1 the same mechanism acts on nine unknown matrix elements, and that is the case checked in Lean below. It is the part of the Wigner–Eckart theorem that concerns rank-one operators inside a single $j=1$ multiplet. Clebsch–Gordan coefficients are not needed here, because the matrix elements of $\mathbf J$ carry the angular dependence and the constant plays the role of the reduced matrix element, up to normalisation.

```lean
import Mathlib

open Complex

namespace SpinOneWignerEckart

noncomputable section
```

## The spin-1 matrices

The basis states are labelled by $a=0,1,2$ and have magnetic quantum numbers $m_0=1$, $m_1=0$, $m_2=-1$. Write $s=1/\sqrt2$ for the factor common to the transverse matrices. In Lean it is a complex number, obtained by inverting the real square root of 2.

```lean
/-- The number `1/√2` that appears in the transverse spin-1 matrices. -/
def invSqrtTwo : ℂ := ((Real.sqrt 2 : ℝ) : ℂ)⁻¹
```

The magnetic quantum numbers form a function on the three basis labels.

```lean
/-- The magnetic quantum numbers `1, 0, -1` of the basis states. -/
def mz : Fin 3 → ℂ := ![1, 0, -1]
```

With the usual phase convention, in which the raising operator has non-negative real matrix elements, the $x$ component is
$$J_x=s\begin{pmatrix}0&1&0\\1&0&1\\0&1&0\end{pmatrix}.$$

```lean
/-- The spin-1 matrix of the x component. -/
def Jx : Matrix (Fin 3) (Fin 3) ℂ := invSqrtTwo • !![0, 1, 0; 1, 0, 1; 0, 1, 0]
```

The $y$ component has the same pattern with imaginary entries:
$$J_y=s\begin{pmatrix}0&-i&0\\i&0&-i\\0&i&0\end{pmatrix}.$$

```lean
/-- The spin-1 matrix of the y component. -/
def Jy : Matrix (Fin 3) (Fin 3) ℂ := invSqrtTwo • !![0, -I, 0; I, 0, -I; 0, I, 0]
```

The $z$ component is $J_z=\mathrm{diag}(m_0,m_1,m_2)$.

```lean
/-- The spin-1 matrix of the z component, diagonal in the chosen basis. -/
def Jz : Matrix (Fin 3) (Fin 3) ℂ := Matrix.diagonal mz
```

The Cartesian components are also numbered from zero, so that $J_0=J_x$, $J_1=J_y$ and $J_2=J_z$. An expression such as `V 2 0 0` is therefore the matrix element of the $z$ component between the $m=1$ state and itself.

```lean
/-- The spin-1 angular momentum as a triple of matrices. -/
def J : Fin 3 → Matrix (Fin 3) (Fin 3) ℂ := ![Jx, Jy, Jz]
```

## What makes a triple a vector

The Levi-Civita symbol $\epsilon_{ijk}$ is $+1$ when $(i,j,k)$ is a cyclic permutation of $(0,1,2)$, $-1$ for an anticyclic one, and $0$ otherwise. Addition on `Fin 3` wraps around, so "cyclic" means $j=i+1$ and $k=i+2$.

```lean
/-- The Levi-Civita symbol; the index sums are taken modulo 3. -/
def eps (i j k : Fin 3) : ℤ :=
  if j = i + 1 ∧ k = i + 2 then 1 else if j = i + 2 ∧ k = i + 1 then -1 else 0
```

A triple $V_0,V_1,V_2$ of complex $3\times3$ matrices is a vector operator if
$$[J_i,V_j]=\sum_k i\,\epsilon_{ijk}V_k\qquad\text{for all } i,j,$$
where the $i$ in front of $\epsilon$ is the imaginary unit, written `I` in Lean. These nine relations express the behaviour of a vector under infinitesimal rotations. The matrices need not be Hermitian, so the constant found below may be complex.

```lean
/-- A triple `V` is a vector operator if `[J_i, V_j] = i ε_ijk V_k`, summed over `k`. -/
def IsVectorOperator (V : Fin 3 → Matrix (Fin 3) (Fin 3) ℂ) : Prop :=
  ∀ i j, J i * V j - V j * J i = ∑ k, (I * (eps i j k : ℂ)) • V k
```

## The angular momentum passes its own test

The products of transverse matrices contain $s$ only through $s^2=\tfrac12$.

```lean
/-- The square of `1/√2` is one half. -/
theorem invSqrtTwo_mul_self : invSqrtTwo * invSqrtTwo = 1 / 2 := by
  rw [invSqrtTwo, ← mul_inv, ← Complex.ofReal_mul, Real.mul_self_sqrt (by norm_num)]
  norm_num
```

For the first commutator, multiplying out gives
$$J_xJ_y=\tfrac12\begin{pmatrix}i&0&-i\\0&0&0\\i&0&-i\end{pmatrix},\qquad
J_yJ_x=\tfrac12\begin{pmatrix}-i&0&-i\\0&0&0\\i&0&i\end{pmatrix},$$
and the difference is $i\,\mathrm{diag}(1,0,-1)=iJ_z$. The other two follow from the fact that $J_z$ is diagonal. For any matrix $X$,
$$[J_z,X]_{ab}=(m_a-m_b)X_{ab}.$$
With $X=J_x$, the entries above the diagonal are multiplied by $1$ and those below by $-1$, which gives $iJ_y$. With $X=J_y$ and the order reversed, the result is $[J_y,J_z]=iJ_x$.

The proof takes the factors of $s$ outside the matrices and then compares the nine entries, which `fin_cases` lists one by one.

```lean
/-- The spin-1 matrices obey the three cyclic angular momentum commutation relations. -/
theorem spin_commutators :
    Jx * Jy - Jy * Jx = I • Jz ∧ Jy * Jz - Jz * Jy = I • Jx ∧
      Jz * Jx - Jx * Jz = I • Jy := by
  refine ⟨?_, ?_, ?_⟩
  · simp only [Jx, Jy, smul_mul_smul_comm, ← smul_sub, invSqrtTwo_mul_self]
    ext a b
    fin_cases a <;> fin_cases b <;>
      simp [Jz, mz] <;> ring
  · simp only [Jx, Jy, smul_mul_assoc, mul_smul_comm, ← smul_sub]
    rw [smul_comm I invSqrtTwo]
    congr 1
    ext a b
    fin_cases a <;> fin_cases b <;>
      simp [Jz, mz, Matrix.mul_apply, Matrix.vecMul_diagonal, Fin.sum_univ_three]
  · simp only [Jx, Jy, smul_mul_assoc, mul_smul_comm, ← smul_sub]
    rw [smul_comm I invSqrtTwo]
    congr 1
    ext a b
    fin_cases a <;> fin_cases b <;>
      simp [Jz, mz, Matrix.mul_apply, Matrix.vecMul_diagonal, Fin.sum_univ_three]
```

Exchanging the two factors changes the sign of a commutator, and the commutator of a matrix with itself vanishes. The three cyclic relations therefore supply all nine, and $\mathbf J$ is a vector operator. This also shows that the defining condition has a non-zero solution.

```lean
/-- The spin-1 angular momentum is itself a vector operator. -/
theorem isVectorOperator_J_witness : IsVectorOperator J := by
  obtain ⟨xy, yz, zx⟩ := spin_commutators
  have yx : Jy * Jx - Jx * Jy = -(I • Jz) := by rw [← xy, neg_sub]
  have zy : Jz * Jy - Jy * Jz = -(I • Jx) := by rw [← yz, neg_sub]
  have xz : Jx * Jz - Jz * Jx = -(I • Jy) := by rw [← zx, neg_sub]
  intro i j
  fin_cases i <;> fin_cases j <;>
    simp [J, eps, xy, yz, zx, yx, zy, xz]
```

The squares of the components are
$$J_x^2=\tfrac12\begin{pmatrix}1&0&1\\0&2&0\\1&0&1\end{pmatrix},\quad
J_y^2=\tfrac12\begin{pmatrix}1&0&-1\\0&2&0\\-1&0&1\end{pmatrix},\quad
J_z^2=\begin{pmatrix}1&0&0\\0&0&0\\0&0&1\end{pmatrix}.$$
The corner entries cancel and every diagonal entry adds up to 2, so $J^2=2\cdot 1$, in agreement with $j(j+1)$ at $j=1$.

```lean
/-- The total spin satisfies `J² = 2`, which is `j(j+1)` for `j = 1`. -/
theorem spin_squared : ∑ i, J i * J i = (2 : ℂ) • (1 : Matrix (Fin 3) (Fin 3) ℂ) := by
  rw [Fin.sum_univ_three]
  change Jx * Jx + Jy * Jy + Jz * Jz = _
  simp only [Jx, Jy, smul_mul_smul_comm, invSqrtTwo_mul_self]
  ext a b
  fin_cases a <;> fin_cases b <;>
    norm_num [Jz, mz, Matrix.mul_apply, Fin.sum_univ_three]
```

## Two commutators fix the z component

Let $M$ be a $3\times3$ matrix with $[J_z,M]=0$ and $[J_x,[J_x,M]]=M$. The first condition reads $(m_a-m_b)M_{ab}=0$. The three magnetic quantum numbers are distinct, so $M_{ab}=0$ whenever $a\neq b$. This leaves three free diagonal entries, and both the identity and $J_z^2$ still satisfy the condition.

The second condition removes two of the three. Expanding the double commutator gives
$$[J_x,[J_x,M]]=J_x^2M-2J_xMJ_x+MJ_x^2 .$$
For diagonal $M$, its first two diagonal entries must satisfy
$$M_{00}-M_{11}=M_{00},\qquad 2M_{11}-(M_{00}+M_{22})=M_{11}.$$
The first equation gives $M_{11}=0$, and the second then gives $M_{22}=-M_{00}$. Hence $M=M_{00}\,\mathrm{diag}(1,0,-1)=M_{00}J_z$.

In the proof, `hoff` is the statement about off-diagonal elements. The equations `d0` and `d1` are the $(0,0)$ and $(1,1)$ entries of the double commutator, and `h11` and `h22` are the two conclusions drawn from them by `linear_combination`. The constant handed to Lean is `M 0 0`.

```lean
/-- A matrix `M` that commutes with `Jz` and satisfies `[Jx, [Jx, M]] = M` is a multiple
of `Jz`. -/
theorem z_component (M : Matrix (Fin 3) (Fin 3) ℂ) (hz : Jz * M - M * Jz = 0)
    (hx : Jx * (Jx * M - M * Jx) - (Jx * M - M * Jx) * Jx = M) :
    ∃ c : ℂ, M = c • Jz := by
  have hm : ∀ a b : Fin 3, a ≠ b → mz a - mz b ≠ 0 := by
    intro a b
    fin_cases a <;> fin_cases b <;> norm_num [mz]
  -- distinct magnetic quantum numbers remove the off-diagonal elements
  have hoff : ∀ a b : Fin 3, a ≠ b → M a b = 0 := by
    intro a b hab
    have e := congrFun (congrFun hz a) b
    rw [Matrix.sub_apply, Jz, Matrix.diagonal_mul, Matrix.mul_diagonal,
      Matrix.zero_apply] at e
    have e' : (mz a - mz b) * M a b = 0 := by linear_combination e
    exact (mul_eq_zero.mp e').resolve_left (hm a b hab)
  have h02 := hoff 0 2 (by decide)
  have h20 := hoff 2 0 (by decide)
  -- the double commutator fixes the diagonal
  simp only [Jx, smul_mul_assoc, mul_smul_comm, ← smul_sub, smul_smul,
    invSqrtTwo_mul_self] at hx
  have d0 := congrFun (congrFun hx 0) 0
  have d1 := congrFun (congrFun hx 1) 1
  simp only [Matrix.smul_apply, Matrix.sub_apply, Matrix.mul_apply,
    Fin.sum_univ_three] at d0 d1
  simp [h02, h20] at d0 d1
  have h11 : M 1 1 = 0 := by linear_combination -d0
  have h22 : M 2 2 = -M 0 0 := by linear_combination h11 - d1
  refine ⟨M 0 0, ?_⟩
  ext a b
  by_cases hab : a = b
  · subst hab
    fin_cases a <;> simp [Jz, mz, h11, h22]
  · simp [Jz, hoff a b hab, hab]
```

## One constant for all three components

Let $V$ be a vector operator. Four of its nine relations are enough:
$$[J_z,V_2]=0,\quad [J_y,V_2]=iV_0,\quad [J_x,V_2]=-iV_1,\quad [J_x,V_1]=iV_2 .$$
The last two combine to
$$[J_x,[J_x,V_2]]=-i[J_x,V_1]=-i\cdot i\,V_2=V_2 .$$
Together with the first relation, this is what the preceding lemma requires of $M=V_2$, so $V_2=cJ_z$ for some complex $c$.

The constant now passes to the other components:
$$iV_0=[J_y,V_2]=c[J_y,J_z]=i\,cJ_x,\qquad iV_1=[V_2,J_x]=c[J_z,J_x]=i\,cJ_y .$$
Dividing by $i$ gives $V_0=cJ_x$ and $V_1=cJ_y$. The constant is unique because $(J_z)_{00}=1$, which means that $c$ can be read off as $(V_2)_{00}$.

Conversely, if $V_i=cJ_i$ for all $i$, then linearity gives
$$[J_i,V_j]=c[J_i,J_j]=\sum_k i\,\epsilon_{ijk}\,cJ_k=\sum_k i\,\epsilon_{ijk}V_k .$$

The theorem puts both directions into one equivalence. On its left stands `IsVectorOperator V`. On its right stands `∃! c : ℂ, ∀ i, V i = c • J i`, which says that exactly one complex number $c$ works for all three components at once. The zero triple is included, with $c=0$.

In the proof, `hzz`, `hyz`, `hxz` and `hxy` are the four relations in the order displayed above, and `hxx` is the double commutator. Division by $i$ appears as the injectivity of multiplication by a non-zero scalar. The final block is the converse, which rests on the earlier result that $\mathbf J$ is a vector operator.

```lean
/-- Wigner-Eckart theorem for vector operators on spin 1: a triple of matrices is a vector
operator exactly when it is `c J` for one complex constant `c`, which is then unique. -/
theorem wigner_eckart (V : Fin 3 → Matrix (Fin 3) (Fin 3) ℂ) :
    IsVectorOperator V ↔ ∃! c : ℂ, ∀ i, V i = c • J i := by
  constructor
  · intro h
    obtain ⟨-, yz, zx⟩ := spin_commutators
    have hzz : Jz * V 2 - V 2 * Jz = 0 :=
      (h 2 2).trans (by simp [eps])
    have hyz : Jy * V 2 - V 2 * Jy = I • V 0 :=
      (h 1 2).trans (by simp [eps])
    have hxz : Jx * V 2 - V 2 * Jx = -(I • V 1) :=
      (h 0 2).trans (by simp [eps])
    have hxy : Jx * V 1 - V 1 * Jx = I • V 2 :=
      (h 0 1).trans (by simp [eps])
    have hxx : Jx * (Jx * V 2 - V 2 * Jx) - (Jx * V 2 - V 2 * Jx) * Jx = V 2 := by
      rw [hxz]
      calc Jx * -(I • V 1) - -(I • V 1) * Jx = -(I • (Jx * V 1 - V 1 * Jx)) := by
            simp only [mul_neg, neg_mul, mul_smul_comm, smul_mul_assoc, smul_sub]
            abel
        _ = V 2 := by
            rw [hxy, smul_smul, Complex.I_mul_I]
            simp
    obtain ⟨c, hz⟩ := z_component (V 2) hzz hxx
    -- the remaining components inherit the same constant
    have hx : V 0 = c • Jx := by
      apply smul_right_injective _ Complex.I_ne_zero
      change I • V 0 = I • (c • Jx)
      rw [← hyz, hz, mul_smul_comm, smul_mul_assoc, ← smul_sub, yz, smul_comm]
    have hy : V 1 = c • Jy := by
      apply smul_right_injective _ Complex.I_ne_zero
      change I • V 1 = I • (c • Jy)
      have e : I • V 1 = V 2 * Jx - Jx * V 2 := by
        rw [← neg_sub, hxz, neg_neg]
      rw [e, hz, mul_smul_comm, smul_mul_assoc, ← smul_sub, zx, smul_comm]
    refine ⟨c, ?_, ?_⟩
    · intro i
      fin_cases i
      exacts [hx, hy, hz]
    · intro d hd
      have hd2 : V 2 = d • Jz := hd 2
      have e := congrFun (congrFun (hd2.symm.trans hz) 0) 0
      simpa [Jz, mz] using e
  · intro h
    obtain ⟨c, hc⟩ := h.exists
    intro i j
    simp only [hc, mul_smul_comm, smul_mul_assoc, ← smul_sub]
    rw [isVectorOperator_J_witness i j, Finset.smul_sum]
    exact Finset.sum_congr rfl fun k _ => smul_comm _ _ _
```

For an isolated $j=1$ level of a rotationally invariant atom, this is why the magnetic moment restricted to that level can be written as a single factor times $\mathbf J$, as long as mixing with other levels is neglected. The orbital matrix elements of the electric dipole between an $s$ and a $p$ shell form a rectangular block, with one state on one side and three on the other, which the theorem does not treat.

## Projection onto the angular momentum

The constant can be eliminated in favour of the scalar product $\mathbf J\cdot\mathbf V=\sum_iJ_iV_i$. Since $V_i=cJ_i$,
$$(\mathbf J\cdot\mathbf V)\,J_k=c\,J^2J_k=2c\,J_k=2V_k .$$
This is the projection theorem for $j=1$, with the factor $j(j+1)=2$ kept on the right. The Lean proof takes $c$ from the main theorem and inserts the value of $J^2$.

```lean
/-- Projection theorem for spin 1: every vector operator satisfies `(J·V) J_k = 2 V_k`. -/
theorem projection_theorem (V : Fin 3 → Matrix (Fin 3) (Fin 3) ℂ)
    (h : IsVectorOperator V) (k : Fin 3) :
    (∑ i, J i * V i) * J k = (2 : ℂ) • V k := by
  obtain ⟨c, hc⟩ := ((wigner_eckart V).mp h).exists
  simp only [hc, mul_smul_comm, ← Finset.smul_sum, spin_squared, smul_mul_assoc, one_mul]
  exact smul_comm _ _ _
```

## Ratios of matrix elements

Let $V$ and $W$ be two vector operators, with $V_k=cJ_k$ and $W_k=dJ_k$. For components $k,l$ and pairs of states $(a,b)$ and $(a',b')$,
$$(V_k)_{ab}(W_l)_{a'b'}=cd\,(J_k)_{ab}(J_l)_{a'b'}=(W_k)_{ab}(V_l)_{a'b'} .$$
Where both matrix elements of $W$ are non-zero, dividing by them shows that the ratio of a $V$ element to the corresponding $W$ element is the same for every component and every pair of states. One known ratio then converts a whole table of spin-1 matrix elements of $W$ into those of $V$. The product form also covers elements that vanish by selection rules.

```lean
/-- The matrix elements of two vector operators on spin 1 are proportional, written in
cross-multiplied form for any two components and any two pairs of states. -/
theorem matrix_elements_proportional (V W : Fin 3 → Matrix (Fin 3) (Fin 3) ℂ)
    (hV : IsVectorOperator V) (hW : IsVectorOperator W) (k l a b a' b' : Fin 3) :
    V k a b * W l a' b' = W k a b * V l a' b' := by
  obtain ⟨c, hc⟩ := ((wigner_eckart V).mp hV).exists
  obtain ⟨d, hd⟩ := ((wigner_eckart W).mp hW).exists
  simp only [hc, hd, Matrix.smul_apply, smul_eq_mul]
  ring

end

end SpinOneWignerEckart
```

```lean
#print axioms SpinOneWignerEckart.spin_commutators
#print axioms SpinOneWignerEckart.projection_theorem
#print axioms SpinOneWignerEckart.matrix_elements_proportional
```

```
'SpinOneWignerEckart.spin_commutators' depends on axioms: [propext, Classical.choice, Quot.sound]
'SpinOneWignerEckart.projection_theorem' depends on axioms: [propext, Classical.choice, Quot.sound]
'SpinOneWignerEckart.matrix_elements_proportional' depends on axioms: [propext, Classical.choice, Quot.sound]
```
